# Truncating a finite orthonormal wavelet expansion to its $N\ge 1$ largest coefficients costs at most $\sum_i|c_i|/(2\sqrt N)$

An orbital expanded in wavelets often has a few large coefficients, near nuclei for instance, and many small ones where it varies slowly. If memory allows only $N$ coefficients per orbital, one can keep the $N$ largest and discard the rest. How far can the stored orbital be from the original?

Let $\psi=\sum_{i\in s}c_i\varphi_i$, where $s$ is a finite index set, the $\varphi_i$ are orthonormal and the $c_i$ are real or complex. Let $K\subseteq s$ contain $N\ge1$ indices whose coefficients are at least as large in modulus as any discarded one, and write $\psi_K=\sum_{i\in K}c_i\varphi_i$. Then

$$\|\psi-\psi_K\|\le\frac{1}{2\sqrt N}\sum_{i\in s}|c_i| .$$

For electronic structure in a wavelet basis, this bounds the norm error of a single, finitely expanded orbital by its coefficient sum and the number of coefficients stored; it does not bound the error in an energy.

## A finite orbital and a part of it

The orbital lives in a real or complex inner product space `E`, with scalars `𝕜`. The wavelets are a family `φ : ι → E`, the coefficients a function `c`, and the retained resolution levels and positions a finite set `s`. Any error already made by restricting the orbital to `s` lies outside this model.

```lean
import Mathlib

open Finset

namespace WaveletThresholding

noncomputable section

variable {𝕜 E ι : Type*} [RCLike 𝕜] [NormedAddCommGroup E] [InnerProductSpace 𝕜 E]

/-- The orbital synthesised from the wavelets `φ i` with coefficients `c i`, `i ∈ s`. -/
def expansion (φ : ι → E) (c : ι → 𝕜) (s : Finset ι) : E := ∑ i ∈ s, c i • φ i
```

The thresholding rule has two clauses. `subset` says that the stored entries come from the orbital; `dominates` says that no discarded modulus exceeds a kept one. Ties may be broken either way.

```lean
/-- The thresholding rule: `K` is a part of `s`, and no coefficient discarded from `s`
exceeds a kept one in modulus. -/
structure KeepsLargest (c : ι → 𝕜) (s K : Finset ι) : Prop where
  subset : K ⊆ s
  dominates : ∀ i ∈ K, ∀ j ∈ s, j ∉ K → ‖c j‖ ≤ ‖c i‖
```

The subset condition lets us split every sum over $s$ into a kept and a discarded part. Without it the bound can fail: if $s$ contains one index with coefficient $1$, and $K$ contains only a different index with coefficient $5$, the error is $\sqrt{26}$ and the bound is $1/2$.

## Orthonormal wavelets

Orthonormality means that each wavelet has unit norm and that different wavelets have zero inner product. By hand, it removes the cross terms:

$$\|\psi\|^2=\sum_{i,j\in s}\overline{c_i}\,c_j\langle\varphi_i,\varphi_j\rangle=\sum_{i\in s}|c_i|^2 .$$

In Lean the hypothesis is `Orthonormal 𝕜 φ`. The lemma `hφ.inner_sum` evaluates the inner product of the expansion with itself, and the remaining lines turn the result into an equation between real numbers.

```lean
/-- Parseval: for orthonormal wavelets the squared norm of an orbital is the sum of the
squared moduli of its coefficients. -/
theorem norm_sq_expansion {φ : ι → E} (hφ : Orthonormal 𝕜 φ) (c : ι → 𝕜) (s : Finset ι) :
    ‖expansion φ c s‖ ^ 2 = ∑ i ∈ s, ‖c i‖ ^ 2 := by
  have h := hφ.inner_sum c c s
  rw [inner_self_eq_norm_sq_to_K] at h
  simp only [RCLike.conj_mul] at h
  unfold expansion
  exact_mod_cast h
```

The error $\psi-\psi_K$ is itself an expansion, over the discarded set $s\setminus K$. Hence

$$\|\psi-\psi_K\|^2=\sum_{j\in s\setminus K}|c_j|^2 .$$

The next proof first establishes that identity of orbitals, then applies the previous theorem to the difference.

```lean
variable [DecidableEq ι] {φ : ι → E} {c : ι → 𝕜} {s K L : Finset ι}

/-- For orthonormal wavelets and `K ⊆ s`, the squared error of truncating the orbital from `s` to
`K` is the sum of the squared moduli of the discarded coefficients. -/
theorem truncation_error_sq (hφ : Orthonormal 𝕜 φ) (hK : K ⊆ s) :
    ‖expansion φ c s - expansion φ c K‖ ^ 2 = ∑ i ∈ s \ K, ‖c i‖ ^ 2 := by
  have h : expansion φ c s - expansion φ c K = expansion φ c (s \ K) := by
    unfold expansion
    rw [← Finset.sum_sdiff hK, add_sub_cancel_right]
  rw [h, norm_sq_expansion hφ]
```

Unit norm and linear independence alone do not suffice for the bound. Take three nearly parallel unit vectors with coefficients $1,1,1$ and keep one. The error is close to $2$, while the bound is $3/2$. A biorthogonal wavelet family therefore needs a separate estimate.

## Every kept modulus dominates every discarded one

This is where the choice of the largest coefficients enters. Write

$$A=\sum_{i\in K}|c_i|,\qquad D=\sum_{j\in s\setminus K}|c_j| .$$

For a discarded $j$, each of the $N$ terms in $A$ is at least $|c_j|$, so $N|c_j|\le A$. Multiplying by $|c_j|\ge0$ and summing over the discarded indices gives

$$N\sum_{j\in s\setminus K}|c_j|^2\le AD .$$

Since $(A-D)^2\ge0$, we also have $4AD\le(A+D)^2$. Together,

$$4N\sum_{j\in s\setminus K}|c_j|^2\le\Big(\sum_{i\in s}|c_i|\Big)^2 .$$

The Lean theorem concerns only coefficients; no wavelets appear in it. Inside `key`, `h1` is $N|c_j|\le A$ and `h2` is the same inequality multiplied by $|c_j|$. The final `nlinarith` receives the square $(D-A)^2\ge0$ and combines it with `key`.

```lean
/-- If the largest coefficients are kept, four times their number times the discarded sum of
squares is at most the square of the sum of all moduli. -/
theorem discarded_sq_le (h : KeepsLargest c s K) :
    4 * (K.card : ℝ) * ∑ j ∈ s \ K, ‖c j‖ ^ 2 ≤ (∑ i ∈ s, ‖c i‖) ^ 2 := by
  -- the number kept times the discarded sum of squares is at most the product of the
  -- kept and discarded sums of moduli
  have key : (K.card : ℝ) * ∑ j ∈ s \ K, ‖c j‖ ^ 2
      ≤ (∑ i ∈ K, ‖c i‖) * ∑ j ∈ s \ K, ‖c j‖ := by
    rw [Finset.mul_sum, Finset.mul_sum]
    refine Finset.sum_le_sum fun j hj => ?_
    have hj' := Finset.mem_sdiff.mp hj
    have h1 := Finset.card_nsmul_le_sum K (fun i => ‖c i‖) ‖c j‖
      (fun i hi => h.dominates i hi j hj'.1 hj'.2)
    rw [nsmul_eq_mul] at h1
    have h2 := mul_le_mul_of_nonneg_right h1 (norm_nonneg (c j))
    linarith [h2, show (K.card : ℝ) * ‖c j‖ ^ 2 = K.card * ‖c j‖ * ‖c j‖ by ring]
  -- arithmetic-geometric mean inequality for the kept and discarded sums
  rw [← Finset.sum_sdiff h.subset (f := fun i => ‖c i‖)]
  nlinarith [sq_nonneg ((∑ j ∈ s \ K, ‖c j‖) - ∑ i ∈ K, ‖c i‖), key]
```

If the rule is ignored, a single bad choice breaks the bound: for coefficients $0$ and $1$, keeping the $0$ leaves an error of $1$ against a bound of $1/2$.

## At least one stored coefficient

Physically, $N\ge1$ says that something is stored. By hand, it permits the last step. The two preceding results give $4N\|\psi-\psi_K\|^2\le(A+D)^2$; taking square roots of nonnegative quantities gives $2\sqrt N\,\|\psi-\psi_K\|\le A+D$, and we divide by $2\sqrt N>0$.

In the formal statement, `hcard` identifies `N` with the number of elements of `K`, and `hN` makes it positive. The proof runs the last step backwards: `le_div_iff₀` clears the denominator, `sq_le_sq₀` replaces the inequality by its squared form, and the earlier theorems supply that form.

```lean
/-- Keeping `N ≥ 1` largest coefficients of an orbital in an orthonormal wavelet family
leaves an error of at most the sum of all moduli divided by `2 √N`. -/
theorem truncation_error_le (hφ : Orthonormal 𝕜 φ) (h : KeepsLargest c s K)
    {N : ℕ} (hN : 1 ≤ N) (hcard : K.card = N) :
    ‖expansion φ c s - expansion φ c K‖ ≤ (∑ i ∈ s, ‖c i‖) / (2 * √(N : ℝ)) := by
  have hN' : (0 : ℝ) < N := by exact_mod_cast hN
  have hr : 0 < √(N : ℝ) := Real.sqrt_pos.mpr hN'
  rw [le_div_iff₀ (by positivity)]
  refine (sq_le_sq₀ (by positivity) (Finset.sum_nonneg fun i _ => norm_nonneg _)).mp ?_
  have h1 := discarded_sq_le h
  rw [hcard] at h1
  rw [mul_pow, mul_pow, Real.sq_sqrt hN'.le, truncation_error_sq hφ h.subset]
  linarith
```

At $N=0$ the squared inequality is still true but says only $0\le(A+D)^2$, so it gives no control of the error. In the smallest allowed case, one coefficient with $N=1$, nothing is discarded: the error is zero and the bound is $|c|/2$.

## No more stored entries than coefficients

A storage size $N$ can be filled from $s$ only if $N\le|s|$. Under that condition a suitable $K$ always exists. Start with the empty set and repeatedly add a largest coefficient among those not yet kept. The new entry dominates everything left behind, and the older entries did so already.

The Lean proof is this procedure written as an induction on `N`. The hypothesis `hN` guarantees that `s \ K` is nonempty at each step, and `exists_max_image` picks the next entry.

```lean
/-- For every storage size `N` up to the number of coefficients there is a selection of
exactly `N` entries that keeps the largest ones. -/
theorem exists_keepsLargest (c : ι → 𝕜) (s : Finset ι) (N : ℕ) (hN : N ≤ s.card) :
    ∃ K, KeepsLargest c s K ∧ K.card = N := by
  induction N with
  | zero => exact ⟨∅, ⟨Finset.empty_subset _, by simp⟩, rfl⟩
  | succ n ih =>
    obtain ⟨K, hK, hc⟩ := ih (by omega)
    have hne : (s \ K).Nonempty := by
      rw [← Finset.card_pos]
      have := Finset.card_sdiff_add_card_eq_card hK.subset
      omega
    -- add the largest coefficient not yet kept
    obtain ⟨m, hm, hmax⟩ := Finset.exists_max_image (s \ K) (fun i => ‖c i‖) hne
    have hm' := Finset.mem_sdiff.mp hm
    refine ⟨insert m K, ⟨Finset.insert_subset hm'.1 hK.subset, ?_⟩, ?_⟩
    · intro i hi j hj hjK
      have hjK' : j ∉ K := fun hh => hjK (Finset.mem_insert_of_mem hh)
      rcases Finset.mem_insert.mp hi with rfl | hi
      · exact hmax j (Finset.mem_sdiff.mpr ⟨hj, hjK'⟩)
      · exact hK.dominates i hi j hj hjK'
    · rw [Finset.card_insert_of_notMem hm'.2, hc]
```

For $N>|s|$ no subset of $s$ has $N$ elements, so the conclusion fails.

## Competitors with the same storage budget

Could another selection $L\subseteq s$ do better? The comparison is fair only if $|L|\le|K|$. Under this condition $|L\setminus K|\le|K\setminus L|$, because both sets share $L\cap K$. If $K\setminus L$ is empty, so is $L\setminus K$. Otherwise let $m$ be an index of smallest modulus in $K\setminus L$. Then

$$\sum_{j\in L\setminus K}|c_j|^2\le|L\setminus K|\,|c_m|^2\le|K\setminus L|\,|c_m|^2\le\sum_{i\in K\setminus L}|c_i|^2 .$$

Adding the common part shows that $K$ retains at least as much squared weight as $L$, and so discards no more. In Lean, `hex` is this exchange inequality, and `e1` to `e4` split the sums for the final `linarith`.

```lean
/-- Among all selections `L` from `s` with no more entries than `K`, keeping the largest
coefficients discards the least sum of squares. -/
theorem discarded_sq_minimal (h : KeepsLargest c s K) (hL : L ⊆ s)
    (hcard : L.card ≤ K.card) :
    ∑ i ∈ s \ K, ‖c i‖ ^ 2 ≤ ∑ i ∈ s \ L, ‖c i‖ ^ 2 := by
  have hc1 := Finset.card_sdiff_add_card_inter L K
  have hc2 := Finset.card_sdiff_add_card_inter K L
  rw [Finset.inter_comm K L] at hc2
  -- exchange the entries in which the two selections differ
  have hex : ∑ i ∈ L \ K, ‖c i‖ ^ 2 ≤ ∑ i ∈ K \ L, ‖c i‖ ^ 2 := by
    rcases (K \ L).eq_empty_or_nonempty with he | hne
    · have h0 : L \ K = ∅ := by
        rw [← Finset.card_eq_zero]
        rw [he, Finset.card_empty] at hc2
        omega
      rw [he, h0]
    · obtain ⟨m, hm, hmin⟩ := Finset.exists_min_image (K \ L) (fun i => ‖c i‖) hne
      have h1 := Finset.sum_le_card_nsmul (L \ K) (fun i => ‖c i‖ ^ 2) (‖c m‖ ^ 2)
        (fun j hj => pow_le_pow_left₀ (norm_nonneg _) (h.dominates m
          (Finset.mem_sdiff.mp hm).1 j (hL (Finset.mem_sdiff.mp hj).1)
          (Finset.mem_sdiff.mp hj).2) 2)
      have h2 := Finset.card_nsmul_le_sum (K \ L) (fun i => ‖c i‖ ^ 2) (‖c m‖ ^ 2)
        (fun i hi => pow_le_pow_left₀ (norm_nonneg _) (hmin i hi) 2)
      rw [nsmul_eq_mul] at h1 h2
      have h3 : ((L \ K).card : ℝ) ≤ (K \ L).card := by
        exact_mod_cast (by omega : (L \ K).card ≤ (K \ L).card)
      exact h1.trans ((mul_le_mul_of_nonneg_right h3 (sq_nonneg _)).trans h2)
  have e1 := Finset.sum_inter_add_sum_sdiff L K (fun i => ‖c i‖ ^ 2)
  have e2 := Finset.sum_inter_add_sum_sdiff K L (fun i => ‖c i‖ ^ 2)
  rw [Finset.inter_comm K L] at e2
  have e3 := Finset.sum_sdiff h.subset (f := fun i => ‖c i‖ ^ 2)
  have e4 := Finset.sum_sdiff hL (f := fun i => ‖c i‖ ^ 2)
  linarith
```

The competitor may also refit its coefficients to new values $d_i$. Orthonormality then gives

$$\|\psi-\psi'\|^2=\sum_{i\in L}|c_i-d_i|^2+\sum_{i\in s\setminus L}|c_i|^2\ge\sum_{i\in s\setminus L}|c_i|^2,\qquad \psi'=\sum_{i\in L}d_i\varphi_i .$$

The proof writes $\psi'$ as an expansion over all of `s`, with zeros off `L`, and the `calc` block follows these inequalities from the smaller error to the larger.

```lean
/-- For orthonormal wavelets, no selection from `s` with at most as many entries, even with
refitted coefficients `d`, approximates the orbital better than keeping the largest ones. -/
theorem keepsLargest_optimal (hφ : Orthonormal 𝕜 φ) (h : KeepsLargest c s K) (hL : L ⊆ s)
    (hcard : L.card ≤ K.card) (d : ι → 𝕜) :
    ‖expansion φ c s - expansion φ c K‖ ≤ ‖expansion φ c s - expansion φ d L‖ := by
  have e : expansion φ d L = ∑ i ∈ s, (if i ∈ L then d i else 0) • φ i := by
    simp only [expansion, ite_smul, zero_smul, Finset.sum_ite_mem,
      Finset.inter_eq_right.mpr hL]
  have hdiff : expansion φ c s - expansion φ d L
      = expansion φ (fun i => c i - if i ∈ L then d i else 0) s := by
    rw [e]
    simp only [expansion, sub_smul, Finset.sum_sub_distrib]
  refine (sq_le_sq₀ (norm_nonneg _) (norm_nonneg _)).mp ?_
  rw [truncation_error_sq hφ h.subset, hdiff, norm_sq_expansion hφ]
  calc ∑ i ∈ s \ K, ‖c i‖ ^ 2 ≤ ∑ i ∈ s \ L, ‖c i‖ ^ 2 := discarded_sq_minimal h hL hcard
    _ = ∑ i ∈ s \ L, ‖c i - if i ∈ L then d i else 0‖ ^ 2 :=
        Finset.sum_congr rfl fun i hi => by
          rw [if_neg (Finset.mem_sdiff.mp hi).2, sub_zero]
    _ ≤ ∑ i ∈ s, ‖c i - if i ∈ L then d i else 0‖ ^ 2 :=
        Finset.sum_le_sum_of_subset_of_nonneg Finset.sdiff_subset
          fun i _ _ => sq_nonneg _
```

Without the size condition, $L=s$ with the original coefficients has zero error and beats any $K$ that discards a nonzero coefficient. The condition $L\subseteq s$ is milder: a wavelet outside $s$ is orthogonal to $\psi$, so including it would not help the competitor.

## Twice as many equal coefficients as stored ones

For $N\ge1$, the factor $1/2$ is attained when $|s|=2N$ and all coefficients equal the same $a\ne0$. Any $N$ of them satisfy the thresholding rule. The $N$ discarded ones give an error $\sqrt N\,|a|$, and

$$2\sqrt N\cdot\sqrt N\,|a|=2N|a|=\sum_{i\in s}|a| .$$

Lean states this product form; for $N\ge1$, division turns it into equality in the bound. The proof counts the discarded entries in `hd`, computes the error in `he`, and finishes with $\sqrt N\sqrt N=N$.

```lean
/-- For `2N` equal coefficients on orthonormal wavelets, any `N` of them satisfy the thresholding
rule, and keeping these gives an error which, times `2 √N`, equals the sum of all moduli. -/
theorem truncation_error_sharp (hφ : Orthonormal 𝕜 φ) (a : 𝕜) {N : ℕ} (hK : K ⊆ s)
    (hs : s.card = 2 * N) (hcard : K.card = N) :
    KeepsLargest (fun _ => a) s K ∧
      2 * √(N : ℝ) * ‖expansion φ (fun _ => a) s - expansion φ (fun _ => a) K‖
        = ∑ _i ∈ s, ‖a‖ := by
  refine ⟨⟨hK, fun _ _ _ _ _ => le_rfl⟩, ?_⟩
  have hd : (s \ K).card = N := by
    have := Finset.card_sdiff_add_card_eq_card hK
    omega
  have hN : (0 : ℝ) ≤ N := Nat.cast_nonneg N
  have he : ‖expansion φ (fun _ => a) s - expansion φ (fun _ => a) K‖ = √(N : ℝ) * ‖a‖ := by
    refine (sq_eq_sq₀ (norm_nonneg _) (by positivity)).mp ?_
    rw [truncation_error_sq hφ hK, Finset.sum_const, hd, nsmul_eq_mul, mul_pow,
      Real.sq_sqrt hN]
  rw [he, Finset.sum_const, hs, nsmul_eq_mul]
  push_cast
  linear_combination 2 * ‖a‖ * Real.mul_self_sqrt hN
```

At $N=1$ this means two equal coefficients with one kept: error and bound are both $|a|$. The count $2N$ matters: with $N$ equal nonzero coefficients, all kept, the error vanishes and the bound does not.

## Four Haar samples with two coefficients stored

The Haar family on four samples satisfies the hypotheses concretely. Its members, numbered from $0$, are the normalised constant, one coarse wavelet and two fine wavelets.

```lean
/-- The Haar basis on four samples: the normalised constant, one coarse wavelet and two fine
wavelets. -/
def haar : Fin 4 → EuclideanSpace ℝ (Fin 4) :=
  ![!₂[1/2, 1/2, 1/2, 1/2], !₂[1/2, 1/2, -1/2, -1/2],
    !₂[√2/2, -(√2/2), 0, 0], !₂[0, 0, √2/2, -(√2/2)]]
```

For coefficients $(4,-2,1,1)$, keep indices $0$ and $1$. The stored orbital has samples $(1,1,3,3)$. The discarded part has norm $\sqrt{1^2+1^2}=\sqrt2\approx1.41$, and the bound is $8/(2\sqrt2)=2\sqrt2\approx2.83$. The full orbital has norm $\sqrt{22}$. Dividing all coefficients by $\sqrt{22}$ gives it unit norm; the error is then $1/\sqrt{11}\approx0.30$ and the bound $2/\sqrt{11}\approx0.60$. The stored orbital has norm $\sqrt{10/11}\approx0.95$ after this division, and the error quoted is the one before it is renormalised.

The Lean theorem verifies orthonormality and the thresholding rule for this example. It writes the inner product out in samples, checks all pairs of basis vectors using $(\sqrt2/2)^2=1/2$, and then compares the kept and discarded moduli case by case.

```lean
/-- The four-sample Haar basis is orthonormal, and for the coefficients `4, -2, 1, 1` the
first two entries are a selection that keeps the largest ones. -/
theorem haar_witness : Orthonormal ℝ haar ∧
    KeepsLargest (![4, -2, 1, 1] : Fin 4 → ℝ) Finset.univ {0, 1} := by
  constructor
  · have h : (√2/2) * (√2/2) = (1/2 : ℝ) := by
      nlinarith [Real.mul_self_sqrt (show (0 : ℝ) ≤ 2 by norm_num)]
    -- the inner product written out in the four samples
    have hin : ∀ x y : EuclideanSpace ℝ (Fin 4),
        inner ℝ x y = x 0 * y 0 + x 1 * y 1 + x 2 * y 2 + x 3 * y 3 := by
      intro x y
      simp [PiLp.inner_apply, Fin.sum_univ_four]
      ring
    rw [orthonormal_iff_ite]
    intro i j
    rw [hin]
    unfold haar
    generalize √2/2 = r at h ⊢
    fin_cases i <;> fin_cases j <;>
      simp <;> linarith
  · refine ⟨Finset.subset_univ _, ?_⟩
    intro i hi j _ hj
    fin_cases i <;> fin_cases j <;> revert hi hj <;> norm_num

end

end WaveletThresholding
```

```lean
#print axioms WaveletThresholding.truncation_error_le
-- 'WaveletThresholding.truncation_error_le' depends on axioms: [propext, Classical.choice, Quot.sound]
#print axioms WaveletThresholding.exists_keepsLargest
-- 'WaveletThresholding.exists_keepsLargest' depends on axioms: [propext, Classical.choice, Quot.sound]
#print axioms WaveletThresholding.keepsLargest_optimal
-- 'WaveletThresholding.keepsLargest_optimal' depends on axioms: [propext, Classical.choice, Quot.sound]
#print axioms WaveletThresholding.truncation_error_sharp
-- 'WaveletThresholding.truncation_error_sharp' depends on axioms: [propext, Classical.choice, Quot.sound]
```
